# Exciton wavefunctions and k-point weights are invariant under unitary band rotations with compensating amplitudes

## Two runs, different amplitudes

Diagonalise a Bloch Hamiltonian twice at the same k-point. The orbitals may return with different phases, and degenerate bands may return mixed. The amplitudes of one and the same exciton can then differ between the two bases. Which quantities can be compared between the runs?

Take a finite mesh of k-points. Let $c_k(x)$ and $v_k(y)$ be the vectors of conduction and valence orbital values at electron position $x$ and hole position $y$. With amplitude matrices $A(k)$, the pair wavefunction is

$$\Psi(x,y)=\sum_k c_k(x)^T A(k)\,\overline{v_k(y)} .$$

At each k, independently, let unitary matrices act as $c_k\to U_kc_k$ and $v_k\to V_kv_k$. The compensating amplitudes are $A'(k)=\overline{U_k}A(k)V_k^T$.

## What stays fixed

For any amplitudes $B(k)$ in the rotated bands, each term of the sum is

$$(U_kc_k)^T B\,\overline{V_kv_k}=c_k^T\,(U_k^TB\,\overline{V_k})\,\overline{v_k}.$$

Unitarity gives $U_k^T\overline{U_k}=(U_k^\dagger U_k)^T=1$, and likewise for $V_k$. Setting $B=A'$ therefore gives $U_k^TA'\overline{V_k}=A$, so $\Psi$ is unchanged.

The weight at one k-point is $w(A)=\sum_{ij}|A_{ij}|^2=\operatorname{Tr}A^\dagger A$. It is unchanged too, and so is its square root, the Frobenius norm:

$$\operatorname{Tr}A'^\dagger A'=\operatorname{Tr}\big(\overline{V}A^\dagger U^T\overline{U}AV^T\big)=\operatorname{Tr}\big(V^T\overline{V}A^\dagger A\big)=\operatorname{Tr}A^\dagger A .$$

## Why the amplitude rule is forced

Suppose $A$ and $B$ give the same $\Psi$ in the same bands, and put $D=A-B$. Then, for every $x$ and $y$,

$$\sum_{k,i}c_{k,i}(x)\,\big[D(k)\overline{v_k(y)}\big]_i=0 .$$

If the conduction orbitals are linearly independent over all pairs $(k,i)$, every bracket vanishes. Conjugation gives $\sum_j\overline{D_{ij}(k)}\,v_{k,j}(y)=0$, and independence of the valence orbitals at each k gives $D=0$.

Hence, if $B$ in the rotated bands reproduces the original $\Psi$, then $U_k^TB\overline{V_k}=A$. Multiplying by $\overline{U_k}$ on the left and $V_k^T$ on the right yields $B=\overline{U_k}AV_k^T$.

The independence conditions say that no conduction orbital is a linear combination of the other conduction orbitals on the whole mesh, and no valence orbital is a linear combination of the other valence orbitals at its own k. Orthonormal Bloch orbitals at inequivalent k-points satisfy them over the full periodic supercell.

## A single amplitude that moves

Rotate two conduction bands by 45 degrees and leave the valence bands alone. With indices starting at 0,

$$\frac1{\sqrt2}\begin{pmatrix}1&-1\\1&1\end{pmatrix}\begin{pmatrix}1&0\\0&0\end{pmatrix}=\frac1{\sqrt2}\begin{pmatrix}1&0\\1&0\end{pmatrix}.$$

Thus $|A_{00}|$ falls from $1$ to $1/\sqrt2$, while the total weight remains $1$. Take a normalised exciton with a non-degenerate energy, on a finite mesh with electron and hole orbitals at the same k, and let both runs span the same conduction and valence spaces at each k. Its map of total weight over k can then be compared between runs, whereas a band-resolved map can change when degenerate bands are mixed. Within a degenerate exciton level, the runs may return different states, whose maps can differ.

## Reading the Lean statements

The finite types `K`, `m` and `n` label k-points, conduction bands and valence bands; `X` and `Y` are arbitrary sets of positions. `pairWave` is $\Psi$, `rotBands` rotates the orbitals, `rotAmp` forms $A'$ with `(Uᴴ)ᵀ` as $\overline U$, and `kWeight` is the squared norm $w$.

`exciton_gauge_invariance` states both invariances for arbitrary orbital functions and unitary `U k`, `V k`. `pairWave_eq_iff` adds the independence hypotheses `hc` and `hv` and states the amplitude rule as an equivalence.

The amplitudes are arbitrary: no Bethe-Salpeter Hamiltonian appears, and they need not be its eigenvectors. The rotations never mix conduction with valence bands or different k-points.

```lean
import Mathlib

open Matrix

namespace ExcitonBandGauge

noncomputable section

variable {K X Y m n : Type*} [Fintype K] [Fintype m] [Fintype n]

/-- Electron-hole wavefunction: the sum over sampled k of `cᵀ A conj(v)`, with the electron
at `x` and the hole at `y`. -/
def pairWave (c : K → X → m → ℂ) (v : K → Y → n → ℂ) (A : K → Matrix m n ℂ)
    (x : X) (y : Y) : ℂ :=
  ∑ k, c k x ⬝ᵥ (A k *ᵥ star (v k y))

/-- Mixing of the bands at each k by a matrix `U k`. -/
def rotBands (U : K → Matrix m m ℂ) (c : K → X → m → ℂ) : K → X → m → ℂ :=
  fun k x => U k *ᵥ c k x

/-- Transformed exciton amplitudes `conj(U) A Vᵀ` at one k-point. -/
def rotAmp (U : Matrix m m ℂ) (V : Matrix n n ℂ) (A : Matrix m n ℂ) : Matrix m n ℂ :=
  (Uᴴ)ᵀ * A * Vᵀ

/-- Exciton weight at one k-point: the squared Frobenius norm of the amplitudes. -/
def kWeight (A : Matrix m n ℂ) : ℝ := ∑ i, ∑ j, ‖A i j‖ ^ 2

/-- Mixing the bands has the same effect on the pair wavefunction as replacing the
amplitudes `B` by `Uᵀ B conj(V)` in the original bands. -/
theorem pairWave_rotBands (U : K → Matrix m m ℂ) (V : K → Matrix n n ℂ)
    (c : K → X → m → ℂ) (v : K → Y → n → ℂ) (B : K → Matrix m n ℂ) :
    pairWave (rotBands U c) (rotBands V v) B =
      pairWave c v (fun k => (U k)ᵀ * B k * ((V k)ᴴ)ᵀ) := by
  funext x y
  unfold pairWave rotBands
  refine Finset.sum_congr rfl fun k _ => ?_
  -- move both band rotations onto the amplitude matrix
  rw [Matrix.star_mulVec, ← Matrix.mulVec_transpose, ← Matrix.vecMul_transpose (U k) (c k x),
    ← Matrix.dotProduct_mulVec]
  simp only [Matrix.mulVec_mulVec, Matrix.mul_assoc]

/-- For a unitary band rotation, the product `Uᵀ conj(U)` is the identity. -/
theorem transpose_mul_conj [DecidableEq m] {U : Matrix m m ℂ}
    (hU : U ∈ Matrix.unitaryGroup m ℂ) : Uᵀ * (Uᴴ)ᵀ = 1 := by
  have h : Uᴴ * U = 1 := Matrix.mem_unitaryGroup_iff'.1 hU
  rw [← Matrix.transpose_mul, h, Matrix.transpose_one]

/-- The exciton weight at a k-point is unchanged by unitary rotations of its conduction and
valence bands. -/
theorem kWeight_rotAmp [DecidableEq m] [DecidableEq n] {U : Matrix m m ℂ} {V : Matrix n n ℂ}
    (hU : U ∈ Matrix.unitaryGroup m ℂ) (hV : V ∈ Matrix.unitaryGroup n ℂ)
    (A : Matrix m n ℂ) : kWeight (rotAmp U V A) = kWeight A := by
  -- the squared Frobenius norm is a trace
  have ht : ∀ B : Matrix m n ℂ, ((kWeight B : ℝ) : ℂ) = Matrix.trace (Bᴴ * B) := by
    intro B
    simp only [kWeight, Matrix.trace, Matrix.diag, Matrix.mul_apply,
      Matrix.conjTranspose_apply]
    push_cast
    rw [Finset.sum_comm]
    refine Finset.sum_congr rfl fun j _ => Finset.sum_congr rfl fun i _ => ?_
    exact (Complex.conj_mul' _).symm
  have e : (rotAmp U V A)ᴴ * rotAmp U V A
      = (Vᴴ)ᵀ * (Aᴴ * (Uᵀ * (Uᴴ)ᵀ) * A) * Vᵀ := by
    have h1 : ((Uᴴ)ᵀ)ᴴ = Uᵀ := by ext i j; simp
    have h2 : (Vᵀ)ᴴ = (Vᴴ)ᵀ := by ext i j; rfl
    unfold rotAmp
    rw [Matrix.conjTranspose_mul, Matrix.conjTranspose_mul, h1, h2]
    simp only [Matrix.mul_assoc]
  apply Complex.ofReal_injective
  rw [ht, ht, e, transpose_mul_conj hU, Matrix.mul_one, Matrix.trace_mul_comm,
    ← Matrix.mul_assoc, transpose_mul_conj hV, Matrix.one_mul]

/-- Under independent unitary rotations of the conduction and valence bands at every k, with
the amplitudes transformed accordingly, the pair wavefunction and the weight at each k are
unchanged. -/
theorem exciton_gauge_invariance [DecidableEq m] [DecidableEq n]
    {U : K → Matrix m m ℂ} {V : K → Matrix n n ℂ}
    (hU : ∀ k, U k ∈ Matrix.unitaryGroup m ℂ) (hV : ∀ k, V k ∈ Matrix.unitaryGroup n ℂ)
    (c : K → X → m → ℂ) (v : K → Y → n → ℂ) (A : K → Matrix m n ℂ) :
    pairWave (rotBands U c) (rotBands V v) (fun k => rotAmp (U k) (V k) (A k))
        = pairWave c v A ∧
      ∀ k, kWeight (rotAmp (U k) (V k) (A k)) = kWeight (A k) := by
  refine ⟨?_, fun k => kWeight_rotAmp (hU k) (hV k) (A k)⟩
  rw [pairWave_rotBands]
  congr 1
  funext k
  calc (U k)ᵀ * rotAmp (U k) (V k) (A k) * ((V k)ᴴ)ᵀ
      = ((U k)ᵀ * ((U k)ᴴ)ᵀ) * A k * ((V k)ᵀ * ((V k)ᴴ)ᵀ) := by
        simp only [rotAmp, Matrix.mul_assoc]
    _ = A k := by
        rw [transpose_mul_conj (hU k), transpose_mul_conj (hV k), Matrix.one_mul,
          Matrix.mul_one]

/-- If the conduction orbitals of all k-points are jointly linearly independent, and the
valence orbitals are so at each k, the pair wavefunction determines the amplitudes. -/
theorem amplitudes_unique {c : K → X → m → ℂ} {v : K → Y → n → ℂ}
    (hc : LinearIndependent ℂ (fun (p : K × m) (x : X) => c p.1 x p.2))
    (hv : ∀ k, LinearIndependent ℂ (fun (j : n) (y : Y) => v k y j))
    {A B : K → Matrix m n ℂ} (h : pairWave c v A = pairWave c v B) : A = B := by
  -- first strip off the electron orbitals, at a fixed hole position
  have key : ∀ (y : Y) (p : K × m), ((A p.1 - B p.1) *ᵥ star (v p.1 y)) p.2 = 0 := by
    intro y
    apply Fintype.linearIndependent_iff.1 hc
      (fun p => ((A p.1 - B p.1) *ᵥ star (v p.1 y)) p.2)
    funext x
    have hx := congrFun (congrFun h x) y
    simp only [pairWave, dotProduct] at hx
    simp only [Finset.sum_apply, Pi.smul_apply, smul_eq_mul, Pi.zero_apply,
      Fintype.sum_prod_type, Matrix.sub_mulVec, Pi.sub_apply, sub_mul,
      Finset.sum_sub_distrib]
    rw [sub_eq_zero]
    simpa only [mul_comm] using hx
  -- then the hole orbitals
  funext k
  ext i j
  have h2 : star ((A k - B k) i j) = 0 := by
    refine Fintype.linearIndependent_iff.1 (hv k) (fun j => star ((A k - B k) i j)) ?_ j
    funext y
    have h1 := congrArg star (key y (k, i))
    simp only [Matrix.mulVec, dotProduct, star_sum, star_mul', star_star, Pi.star_apply,
      star_zero] at h1
    simp only [Finset.sum_apply, Pi.smul_apply, smul_eq_mul, Pi.zero_apply]
    exact h1
  exact sub_eq_zero.1 (star_eq_zero.1 h2)

/-- Let the conduction orbitals be linearly independent jointly over all k, and the valence orbitals
at each k. After unitary band rotations, amplitudes `B` in the rotated bands reproduce the original
pair wavefunction exactly when `B = conj(U) A Vᵀ` at every k. -/
theorem pairWave_eq_iff [DecidableEq m] [DecidableEq n]
    {U : K → Matrix m m ℂ} {V : K → Matrix n n ℂ}
    (hU : ∀ k, U k ∈ Matrix.unitaryGroup m ℂ) (hV : ∀ k, V k ∈ Matrix.unitaryGroup n ℂ)
    {c : K → X → m → ℂ} {v : K → Y → n → ℂ}
    (hc : LinearIndependent ℂ (fun (p : K × m) (x : X) => c p.1 x p.2))
    (hv : ∀ k, LinearIndependent ℂ (fun (j : n) (y : Y) => v k y j))
    (A B : K → Matrix m n ℂ) :
    pairWave (rotBands U c) (rotBands V v) B = pairWave c v A ↔
      ∀ k, B k = rotAmp (U k) (V k) (A k) := by
  constructor
  · intro h k
    rw [pairWave_rotBands] at h
    have hk : (U k)ᵀ * B k * ((V k)ᴴ)ᵀ = A k := congrFun (amplitudes_unique hc hv h) k
    have hU' := mul_eq_one_comm.1 (transpose_mul_conj (hU k))
    have hV' := mul_eq_one_comm.1 (transpose_mul_conj (hV k))
    calc B k = (((U k)ᴴ)ᵀ * (U k)ᵀ) * B k * (((V k)ᴴ)ᵀ * (V k)ᵀ) := by
          rw [hU', hV', Matrix.one_mul, Matrix.mul_one]
      _ = rotAmp (U k) (V k) (A k) := by
          rw [← hk]
          simp only [rotAmp, Matrix.mul_assoc]
  · intro h
    rw [funext h]
    exact (exciton_gauge_invariance hU hV c v A).1

/-- Orbitals localised on sites labelled by pairs `(k, i)`, one orbital per site. -/
def siteOrbital [DecidableEq K] [DecidableEq m] (k : K) (x : K × m) (i : m) : ℂ :=
  if x = (k, i) then 1 else 0

/-- Site-localised orbitals are linearly independent, both jointly over all k and at
each k. -/
theorem siteOrbital_witness [DecidableEq K] [DecidableEq m] :
    LinearIndependent ℂ (fun (p : K × m) (x : K × m) => siteOrbital p.1 x p.2) ∧
      ∀ k : K, LinearIndependent ℂ (fun (i : m) (x : K × m) => siteOrbital k x i) := by
  constructor
  · refine Fintype.linearIndependent_iff.2 fun g h p => ?_
    have hp := congrFun h p
    simpa [siteOrbital, Finset.sum_apply] using hp
  · refine fun k => Fintype.linearIndependent_iff.2 fun g h i => ?_
    have hi := congrFun h (k, i)
    simpa [siteOrbital, Finset.sum_apply] using hi

/-- The number `1/√2`, the sine and cosine of 45 degrees. -/
def invSqrtTwo : ℝ := 1 / √2

/-- Rotation of a two-band subspace by 45 degrees. -/
def rot45 : Matrix (Fin 2) (Fin 2) ℂ :=
  !![(invSqrtTwo : ℂ), -(invSqrtTwo : ℂ); (invSqrtTwo : ℂ), (invSqrtTwo : ℂ)]

/-- The 45-degree rotation of two conduction bands is unitary and changes the modulus of the
first amplitude of `diag(1, 0)` from 1 to `1/√2`. -/
theorem single_amplitude_changes :
    rot45 ∈ Matrix.unitaryGroup (Fin 2) ℂ ∧
      ‖(!![1, 0; 0, 0] : Matrix (Fin 2) (Fin 2) ℂ) 0 0‖ = 1 ∧
      ‖rotAmp rot45 1 !![1, 0; 0, 0] 0 0‖ = 1 / √2 := by
  have hr : invSqrtTwo * invSqrtTwo = 1 / 2 := by
    unfold invSqrtTwo
    rw [div_mul_div_comm, Real.mul_self_sqrt (by norm_num)]
    norm_num
  have hs : (invSqrtTwo : ℂ) * (invSqrtTwo : ℂ) = 1 / 2 := by
    rw [← Complex.ofReal_mul, hr]
    norm_num
  refine ⟨?_, by simp, ?_⟩
  · rw [Matrix.mem_unitaryGroup_iff, Matrix.star_eq_conjTranspose]
    ext i j
    fin_cases i <;> fin_cases j <;>
      simp [rot45, Matrix.mul_apply, Fin.sum_univ_succ] <;>
      linear_combination 2 * hs
  · have h : rotAmp rot45 1 !![1, 0; 0, 0] 0 0 = (invSqrtTwo : ℂ) := by
      simp [rotAmp, rot45, Matrix.mul_apply, Fin.sum_univ_succ]
    have h0 : 0 ≤ invSqrtTwo := by unfold invSqrtTwo; positivity
    rw [h, Complex.norm_real, Real.norm_of_nonneg h0]
    rfl

end

end ExcitonBandGauge
```

```lean
#print axioms ExcitonBandGauge.exciton_gauge_invariance
#print axioms ExcitonBandGauge.pairWave_eq_iff
#print axioms ExcitonBandGauge.single_amplitude_changes
```

```
'ExcitonBandGauge.exciton_gauge_invariance' depends on axioms: [propext, Classical.choice, Quot.sound]
'ExcitonBandGauge.pairWave_eq_iff' depends on axioms: [propext, Classical.choice, Quot.sound]
'ExcitonBandGauge.single_amplitude_changes' depends on axioms: [propext, Classical.choice, Quot.sound]
```

## How the proof runs

`pairWave_rotBands` moves both rotations onto the amplitude matrix, term by term in k. `transpose_mul_conj` supplies $U^T\overline U=1$ by transposing $U^\dagger U=1$. The `calc` block in `exciton_gauge_invariance` combines them.

In `kWeight_rotAmp`, `ht` writes the weight as a trace and `e` expands $A'^\dagger A'$; `Matrix.trace_mul_comm` then performs the cyclic step.

`amplitudes_unique` follows the two-stage argument above: `key` removes the electron orbitals at fixed `y`, and `h2` removes the hole orbitals after conjugation. For the forward direction of `pairWave_eq_iff`, `mul_eq_one_comm` turns $U^T\overline U=1$ into $\overline UU^T=1$.

`siteOrbital_witness` checks the independence conditions on a simple family with one orbital per site, by evaluating a vanishing combination at each site. `single_amplitude_changes` verifies that `rot45` is unitary entry by entry and computes the two moduli.
